# Averaging a phase over the 2n displacements ±u eₐ gives 1 − u²|q|²/(2n), with error at most u⁴|q|⁴/(24n)

## How well do 2n displacements reproduce the Debye-Waller reduction?

An atom in a warm crystal sits slightly off its lattice site. In the alloy analogy, used with KKR-CPA, I replace this thermal motion by a random alloy whose "species" are copies of the atom at a few fixed displacements. Take the $2n$ displacements $v=\pm u\,e_a$ in $n$ dimensions, equally weighted, where the $e_a$ are the Cartesian unit vectors. I expect zero mean, covariance $(u^2/n)\mathbf 1$, and, for a wave-vector transfer $q$, an averaged phase factor $F=\langle e^{iq\cdot v}\rangle$ that is real and starts as $1-u^2|q|^2/(2n)$.

I would like an explicit bound on the remainder, valid for every $u$ and $q$ and not just "for small $u$", and a proof that Lean has accepted. Can that be done?

## The remainder is a mean of cosine remainders

Yes, for every $n\ge 1$, with the bound

$$\left|F-1+\frac{u^2|q|^2}{2n}\right|\le\frac{u^4|q|^4}{24n}.$$

**Moments.** Each pair $\pm u\,e_a$ sums to zero, so the mean vanishes. The covariance is then

$$C_{ij}=\frac1{2n}\sum_a 2u^2\delta_{ai}\delta_{aj}=\frac{u^2}{n}\delta_{ij}.$$

**Phase factor.** Since $q\cdot(\pm u\,e_a)=\pm q_a u$, opposite displacements combine to $2\cos(q_a u)$, and

$$F=\frac1n\sum_a\cos(q_a u),$$

which is real.

**Cosine bounds.** From $1-\cos x=2\sin^2(x/2)\le x^2/2$ we have $\cos x\ge 1-x^2/2$. Let $s(x)=\sin x-x+x^3/6$. Then $s(0)=0$ and $s'(x)=\cos x-1+x^2/2\ge0$, so $s\ge0$ for $x\ge0$. Next let $c(x)=x^4/24-x^2/2+1-\cos x$. Then $c(0)=0$ and $c'=s\ge0$ on the same half-line, so $c\ge0$ there, and everywhere because $c$ is even. Thus

$$0\le\cos x-1+\frac{x^2}{2}\le\frac{x^4}{24}\qquad\text{for all real }x.$$

**Sum over axes.** Put $x=q_a u$ and average over $a$. The remainder $R=F-1+u^2|q|^2/(2n)$ satisfies

$$0\le R\le\frac{u^4}{24n}\sum_a q_a^4\le\frac{u^4|q|^4}{24n},$$

where the last step uses $q_a^2\le|q|^2$, hence $\sum_a q_a^4\le|q|^2\sum_a q_a^2=|q|^4$.

**Leading order.** For $u\ne0$, $(1-F)/u^2=|q|^2/(2n)-R/u^2$, and $0\le R/u^2\le u^2|q|^4/(24n)$. So $(1-F)/u^2\to|q|^2/(2n)$ as $u\to0$: the leading reduction is linear in $u^2$.

## In three or more dimensions the same bound holds for the Gaussian factor

Write $W=u^2|q|^2/(2n)$ and $B=u^4|q|^4/(24n)$. A Gaussian displacement distribution with the same mean and covariance has the phase average $e^{-W}$. We have $e^{-W}\ge1-W$. For an upper bound, use $e^W\ge1+W+W^2/2$ for $W\ge 0$ and

$$\left(1-W+\tfrac{W^2}{2}\right)\left(1+W+\tfrac{W^2}{2}\right)=1+\tfrac{W^4}{4}\ge1.$$

The first factor is positive, so $e^{-W}\le1-W+W^2/2$. Now $W^2/2=(3/n)B\le B$ when $n\ge3$. Both $F$ and $e^{-W}$ therefore lie between $1-W$ and $1-W+B$, and $|F-e^{-W}|\le B$.

In one dimension the bound can fail; two dimensions are not treated here. For $n=1$ and $u=q=1$, $F=\cos1\approx0.540$ and $e^{-1/2}\approx0.607$. They differ by about $0.066$, whereas $B=1/24\approx0.042$.

## What the Lean statements say

The finite type `ι` labels the Cartesian axes, `Fintype.card ι` is $n$, and vectors are functions `ι → ℝ`. The displacement $u\,e_a$ is `Pi.single a u`, and $|q|^2$ is `q ⬝ᵥ q`. The definition `average` sums a function over both members of every pair and divides by $2n$. The values may lie in any field, and the result is an average when $2n\ne0$ in that field, so the same definition serves real moments and the complex `phaseFactor`. The number `u` may have either sign; at `u = 0` all the displacements coincide.

- `mean_zero` and `covariance_isotropic` give the two moments. The covariance is centred at the computed mean, with no assumption that this mean is zero.
- `debyeWaller_reduction` is the main result: the imaginary part of $F$ is zero, and its real part obeys the bound above.
- `reduction_linear_in_sq` is the limit, with `𝓝[≠] 0` meaning that $u$ approaches zero from both sides without being zero.
- `gaussian_comparison` assumes `3 ≤ Fintype.card ι` and compares $F$ with the exponential itself; the Gaussian integral behind that exponential is not computed.

`[Nonempty ι]` says $n\ge1$. With no axes, Lean's convention for division by zero would give $F=0$, and the main bound would fail.

The model is a single site with a prescribed amplitude $u$. It contains no temperature law, no correlation between sites, no scattering matrices and no CPA self-consistency. Within these limits, `gaussian_comparison` bounds, for $n\ge3$, the error that this displacement set makes in the Gaussian Debye-Waller factor, which multiplies the undisplaced scattering amplitude when a rigid scatterer is averaged over its displacements. This is relevant when choosing displacements for an alloy-analogy calculation.

```lean
import Mathlib

open Matrix Filter Topology

namespace AlloyAnalogyDisplacements

noncomputable section

variable {ι : Type*} [Fintype ι] [DecidableEq ι]

/-- The equally weighted average of `f` over the `2n` displacements `±u e_a`, one pair for each of
the `n ≥ 1` Cartesian axes, for values in a field `K` in which `2n ≠ 0`. -/
def average {K : Type*} [Field K] (u : ℝ) (f : (ι → ℝ) → K) : K :=
  (∑ a, (f (Pi.single a u) + f (-Pi.single a u))) / (2 * (Fintype.card ι : K))

/-- The averaged phase factor `F = ⟨exp(i q·v)⟩` of a site with displacements `±u e_a`, in
dimension `n ≥ 1`. -/
def phaseFactor (u : ℝ) (q : ι → ℝ) : ℂ :=
  average u (fun v => Complex.exp (((q ⬝ᵥ v : ℝ) : ℂ) * Complex.I))

/-- The mean displacement vanishes, component by component. -/
theorem mean_zero (u : ℝ) (i : ι) : average u (fun v => v i) = 0 := by
  simp [average]

/-- The covariance matrix of the displacements is `u²/n` times the identity. -/
theorem covariance_isotropic (u : ℝ) :
    (Matrix.of fun i j : ι => average u (fun v =>
      (v i - average u (fun w => w i)) * (v j - average u (fun w => w j))))
      = (u ^ 2 / (Fintype.card ι : ℝ)) • (1 : Matrix ι ι ℝ) := by
  ext i j
  simp only [Matrix.of_apply, mean_zero, sub_zero, Matrix.smul_apply, Matrix.one_apply,
    smul_eq_mul]
  -- only the pair of displacements along axis `i` contributes, and only if `i = j`
  have h : ∀ a : ι, (Pi.single a u : ι → ℝ) i * (Pi.single a u : ι → ℝ) j
      + (-Pi.single a u : ι → ℝ) i * (-Pi.single a u : ι → ℝ) j
      = if a = i then (if i = j then 2 * u ^ 2 else 0) else 0 := by
    intro a
    by_cases hi : a = i
    · subst hi
      by_cases hj : a = j
      · subst hj
        simp
        ring
      · simp [hj, Ne.symm hj]
    · simp [Pi.single_apply, hi, Ne.symm hi]
  have hs : average u (fun v : ι → ℝ => v i * v j)
      = (∑ a, if a = i then (if i = j then 2 * u ^ 2 else 0) else 0)
        / (2 * (Fintype.card ι : ℝ)) := by
    unfold average
    congr 1
    exact Finset.sum_congr rfl (fun a _ => h a)
  rw [hs]
  simp only [Finset.sum_ite_eq', Finset.mem_univ, if_true]
  split_ifs
  · rw [mul_div_mul_left _ _ (two_ne_zero : (2 : ℝ) ≠ 0), mul_one]
  · simp

/-- Opposite displacements combine, so that the averaged phase factor is the mean of the real
numbers `cos(q_a u)` over the axes. -/
theorem phaseFactor_eq_cos (u : ℝ) (q : ι → ℝ) :
    phaseFactor u q = (((∑ a, Real.cos (q a * u)) / (Fintype.card ι : ℝ) : ℝ) : ℂ) := by
  have h : ∀ a : ι, Complex.exp (((q ⬝ᵥ Pi.single a u : ℝ) : ℂ) * Complex.I)
      + Complex.exp (((q ⬝ᵥ (-Pi.single a u) : ℝ) : ℂ) * Complex.I)
      = 2 * ((Real.cos (q a * u) : ℝ) : ℂ) := by
    intro a
    rw [dotProduct_neg, dotProduct_single, Complex.ofReal_neg, Complex.ofReal_cos,
      Complex.two_cos]
  have hs : phaseFactor u q
      = (∑ a, 2 * ((Real.cos (q a * u) : ℝ) : ℂ)) / (2 * (Fintype.card ι : ℂ)) := by
    unfold phaseFactor average
    congr 1
    exact Finset.sum_congr rfl (fun a _ => h a)
  rw [hs, ← Finset.mul_sum, mul_div_mul_left _ _ (two_ne_zero : (2 : ℂ) ≠ 0),
    Complex.ofReal_div, Complex.ofReal_sum, Complex.ofReal_natCast]

/-- A function differentiable on the whole real line that vanishes at the origin and has nonnegative
slope on the half-line `x ≥ 0` is nonnegative there. -/
theorem nonneg_of_slope {f f' : ℝ → ℝ} (h0 : f 0 = 0) (hf : ∀ x, HasDerivAt f (f' x) x)
    (hp : ∀ x, 0 ≤ x → 0 ≤ f' x) {x : ℝ} (hx : 0 ≤ x) : 0 ≤ f x := by
  have hm : MonotoneOn f (Set.Ici 0) := monotoneOn_of_deriv_nonneg (convex_Ici 0)
    (fun y _ => (hf y).continuousAt.continuousWithinAt)
    (fun y _ => (hf y).differentiableAt.differentiableWithinAt)
    (fun y hy => by
      rw [(hf y).deriv]
      exact hp y (interior_subset hy))
  have h := hm (Set.mem_Ici.mpr le_rfl) (Set.mem_Ici.mpr hx) hx
  rwa [h0] at h

/-- The fourth-order Taylor polynomial bounds the cosine from above at every real phase. -/
theorem cos_le_quartic (x : ℝ) : Real.cos x ≤ 1 - x ^ 2 / 2 + x ^ 4 / 24 := by
  -- first integration: `sin y ≥ y - y³/6`
  have hsin : ∀ y : ℝ, 0 ≤ y → 0 ≤ Real.sin y - y + y ^ 3 / 6 := fun y hy =>
    nonneg_of_slope (f := fun y => Real.sin y - y + y ^ 3 / 6)
      (f' := fun y => Real.cos y - 1 + y ^ 2 / 2) (by simp)
      (fun y => (((Real.hasDerivAt_sin y).fun_sub (hasDerivAt_id' y)).fun_add
        ((hasDerivAt_pow 3 y).div_const 6)).congr_deriv (by push_cast; ring))
      (fun y _ => by linarith [Real.one_sub_sq_div_two_le_cos (x := y)]) hy
  -- second integration, on the positive half-line
  have hcos : ∀ y : ℝ, 0 ≤ y → 0 ≤ y ^ 4 / 24 - y ^ 2 / 2 + 1 - Real.cos y := fun y hy =>
    nonneg_of_slope (f := fun y => y ^ 4 / 24 - y ^ 2 / 2 + 1 - Real.cos y)
      (f' := fun y => Real.sin y - y + y ^ 3 / 6) (by simp)
      (fun y => (((((hasDerivAt_pow 4 y).div_const 24).fun_sub
        ((hasDerivAt_pow 2 y).div_const 2)).add_const 1).fun_sub
        (Real.hasDerivAt_cos y)).congr_deriv (by push_cast; ring))
      hsin hy
  have h := hcos |x| (abs_nonneg x)
  rw [Real.cos_abs, sq_abs, (by decide : Even 4).pow_abs x] at h
  linarith

/-- In dimension `n ≥ 1`, the averaged phase factor exceeds `1 - u²|q|²/(2n)` by a nonnegative
amount of at most `u⁴ ∑ q_a⁴/(24n)`. -/
theorem remainder_bounds [Nonempty ι] (u : ℝ) (q : ι → ℝ) :
    0 ≤ (phaseFactor u q).re - 1 + u ^ 2 * (q ⬝ᵥ q) / (2 * Fintype.card ι) ∧
    (phaseFactor u q).re - 1 + u ^ 2 * (q ⬝ᵥ q) / (2 * Fintype.card ι)
      ≤ u ^ 4 * (∑ a, q a ^ 4) / (24 * Fintype.card ι) := by
  have hn : (0 : ℝ) < Fintype.card ι := by exact_mod_cast Fintype.card_pos
  have hq : ∑ a, (Real.cos (q a * u) - 1 + (q a * u) ^ 2 / 2)
      = ∑ a, Real.cos (q a * u) - Fintype.card ι + u ^ 2 / 2 * (q ⬝ᵥ q) := by
    simp only [dotProduct, Finset.sum_add_distrib, Finset.sum_sub_distrib, Finset.mul_sum,
      Finset.sum_const, Finset.card_univ, nsmul_eq_mul, mul_one]
    congr 1
    exact Finset.sum_congr rfl (fun a _ => by ring)
  -- the remainder is the mean of the remainders of the single cosines
  have key : (phaseFactor u q).re - 1 + u ^ 2 * (q ⬝ᵥ q) / (2 * Fintype.card ι)
      = (∑ a, (Real.cos (q a * u) - 1 + (q a * u) ^ 2 / 2)) / Fintype.card ι := by
    rw [phaseFactor_eq_cos, Complex.ofReal_re, hq, add_div, sub_div, div_self hn.ne']
    ring
  have h4 : u ^ 4 * (∑ a, q a ^ 4) / (24 * Fintype.card ι)
      = (∑ a, (q a * u) ^ 4 / 24) / Fintype.card ι := by
    have h : ∑ a, (q a * u) ^ 4 / 24 = u ^ 4 / 24 * ∑ a, q a ^ 4 := by
      rw [Finset.mul_sum]
      exact Finset.sum_congr rfl (fun a _ => by ring)
    rw [h]
    ring
  rw [key, h4]
  constructor
  · exact div_nonneg (Finset.sum_nonneg fun a _ => by
      linarith [Real.one_sub_sq_div_two_le_cos (x := q a * u)]) hn.le
  · exact div_le_div_of_nonneg_right (Finset.sum_le_sum fun a _ => by
      linarith [cos_le_quartic (q a * u)]) hn.le

/-- In dimension `n ≥ 1`, the averaged phase factor `F` is real and differs from
`1 - u²|q|²/(2n)` by at most `u⁴|q|⁴/(24n)`. -/
theorem debyeWaller_reduction [Nonempty ι] (u : ℝ) (q : ι → ℝ) :
    (phaseFactor u q).im = 0 ∧
    |(phaseFactor u q).re - 1 + u ^ 2 * (q ⬝ᵥ q) / (2 * Fintype.card ι)|
      ≤ u ^ 4 * (q ⬝ᵥ q) ^ 2 / (24 * Fintype.card ι) := by
  refine ⟨by rw [phaseFactor_eq_cos, Complex.ofReal_im], ?_⟩
  obtain ⟨h0, h1⟩ := remainder_bounds u q
  rw [abs_of_nonneg h0]
  refine h1.trans ?_
  -- the sum of fourth powers is at most the square of the sum of squares
  have hq : ∑ a, q a ^ 4 ≤ (q ⬝ᵥ q) ^ 2 := by
    calc ∑ a, q a ^ 4 ≤ ∑ a, (q a * q a) * (q ⬝ᵥ q) := Finset.sum_le_sum fun a _ => by
          have h : q a * q a ≤ q ⬝ᵥ q := Finset.single_le_sum (f := fun b => q b * q b)
            (fun b _ => mul_self_nonneg (q b)) (Finset.mem_univ a)
          nlinarith [mul_le_mul_of_nonneg_left h (mul_self_nonneg (q a))]
      _ = (q ⬝ᵥ q) ^ 2 := by
          rw [← Finset.sum_mul, sq]
          rfl
  gcongr

/-- In dimension `n ≥ 1`, the reduction `1 - F` divided by `u²` tends to `|q|²/(2n)` as the
displacement `u` tends to zero. -/
theorem reduction_linear_in_sq [Nonempty ι] (q : ι → ℝ) :
    Tendsto (fun u : ℝ => (1 - (phaseFactor u q).re) / u ^ 2) (𝓝[≠] 0)
      (𝓝 ((q ⬝ᵥ q) / (2 * Fintype.card ι))) := by
  have hlow : Tendsto (fun u : ℝ => (q ⬝ᵥ q) / (2 * Fintype.card ι)
      - u ^ 2 * ((q ⬝ᵥ q) ^ 2 / (24 * Fintype.card ι))) (𝓝[≠] 0)
      (𝓝 ((q ⬝ᵥ q) / (2 * Fintype.card ι))) := by
    have hc : Continuous (fun u : ℝ => (q ⬝ᵥ q) / (2 * Fintype.card ι)
      - u ^ 2 * ((q ⬝ᵥ q) ^ 2 / (24 * Fintype.card ι))) := by fun_prop
    have h := (hc.tendsto 0).mono_left (nhdsWithin_le_nhds (s := {0}ᶜ))
    rwa [zero_pow two_ne_zero, zero_mul, sub_zero] at h
  refine tendsto_of_tendsto_of_tendsto_of_le_of_le' hlow tendsto_const_nhds ?_ ?_
  · filter_upwards [self_mem_nhdsWithin] with u hu
    have hu0 : u ≠ 0 := hu
    have hu2 : 0 < u ^ 2 := by positivity
    have e : ((q ⬝ᵥ q) / (2 * Fintype.card ι)
        - u ^ 2 * ((q ⬝ᵥ q) ^ 2 / (24 * Fintype.card ι))) * u ^ 2
        = u ^ 2 * (q ⬝ᵥ q) / (2 * Fintype.card ι)
          - u ^ 4 * (q ⬝ᵥ q) ^ 2 / (24 * Fintype.card ι) := by ring
    rw [le_div_iff₀ hu2, e]
    linarith [(abs_le.mp (debyeWaller_reduction u q).2).2]
  · filter_upwards [self_mem_nhdsWithin] with u hu
    have hu0 : u ≠ 0 := hu
    have hu2 : 0 < u ^ 2 := by positivity
    have e : (q ⬝ᵥ q) / (2 * Fintype.card ι) * u ^ 2
        = u ^ 2 * (q ⬝ᵥ q) / (2 * Fintype.card ι) := by ring
    rw [div_le_iff₀ hu2, e]
    linarith [(remainder_bounds u q).1]

/-- In dimension `n ≥ 3`, the averaged phase factor differs from the Gaussian Debye-Waller factor
`exp(-u²|q|²/(2n))` by at most `u⁴|q|⁴/(24n)`. -/
theorem gaussian_comparison (hd : 3 ≤ Fintype.card ι) (u : ℝ) (q : ι → ℝ) :
    |(phaseFactor u q).re - Real.exp (-(u ^ 2 * (q ⬝ᵥ q) / (2 * Fintype.card ι)))|
      ≤ u ^ 4 * (q ⬝ᵥ q) ^ 2 / (24 * Fintype.card ι) := by
  have : Nonempty ι := Fintype.card_pos_iff.mp (by omega)
  have hn : (3 : ℝ) ≤ Fintype.card ι := by exact_mod_cast hd
  have hQ : 0 ≤ q ⬝ᵥ q := Finset.sum_nonneg fun a _ => mul_self_nonneg (q a)
  have h0 := (remainder_bounds u q).1
  have h1 := (abs_le.mp (debyeWaller_reduction u q).2).2
  have hB : 0 ≤ u ^ 4 * (q ⬝ᵥ q) ^ 2 / (24 * Fintype.card ι) := by positivity
  have hW : 0 ≤ u ^ 2 * (q ⬝ᵥ q) / (2 * Fintype.card ι) := by positivity
  have hWB : (u ^ 2 * (q ⬝ᵥ q) / (2 * Fintype.card ι)) ^ 2 / 2
      ≤ u ^ 4 * (q ⬝ᵥ q) ^ 2 / (24 * Fintype.card ι) := by
    have e : (u ^ 2 * (q ⬝ᵥ q) / (2 * Fintype.card ι)) ^ 2 / 2
        = u ^ 4 * (q ⬝ᵥ q) ^ 2 / (24 * Fintype.card ι) * (3 / Fintype.card ι) := by ring
    rw [e]
    exact mul_le_of_le_one_right hB ((div_le_one (by linarith)).mpr hn)
  generalize u ^ 2 * (q ⬝ᵥ q) / (2 * (Fintype.card ι : ℝ)) = W at *
  -- the Gaussian factor lies between `1 - W` and `1 - W + W²/2`
  have g0 := Real.add_one_le_exp (-W)
  have g1 : Real.exp (-W) ≤ 1 - W + W ^ 2 / 2 := by
    have hexp := Real.quadratic_le_exp_of_nonneg hW
    have hpos : 0 ≤ 1 - W + W ^ 2 / 2 := by nlinarith [sq_nonneg (W - 1)]
    rw [Real.exp_neg, inv_le_iff_one_le_mul₀ (Real.exp_pos W)]
    calc (1 : ℝ) ≤ (1 - W + W ^ 2 / 2) * (1 + W + W ^ 2 / 2) := by
          nlinarith [sq_nonneg (W ^ 2)]
      _ ≤ (1 - W + W ^ 2 / 2) * Real.exp W := mul_le_mul_of_nonneg_left hexp hpos
  rw [abs_le]
  constructor <;> linarith

end

end AlloyAnalogyDisplacements
```

```lean
#print axioms AlloyAnalogyDisplacements.covariance_isotropic
-- 'AlloyAnalogyDisplacements.covariance_isotropic' depends on axioms: [propext, Classical.choice, Quot.sound]
#print axioms AlloyAnalogyDisplacements.phaseFactor_eq_cos
-- 'AlloyAnalogyDisplacements.phaseFactor_eq_cos' depends on axioms: [propext, Classical.choice, Quot.sound]
#print axioms AlloyAnalogyDisplacements.reduction_linear_in_sq
-- 'AlloyAnalogyDisplacements.reduction_linear_in_sq' depends on axioms: [propext, Classical.choice, Quot.sound]
#print axioms AlloyAnalogyDisplacements.gaussian_comparison
-- 'AlloyAnalogyDisplacements.gaussian_comparison' depends on axioms: [propext, Classical.choice, Quot.sound]
```

## From the cosine inequality to the Lean bounds

In `covariance_isotropic`, the auxiliary statement `h` says that only the pair along axis `i` contributes, and only if `i = j`; the sum then collapses to one term. `phaseFactor_eq_cos` performs the pairing of exponentials through `Complex.two_cos`, and reality of $F$ follows because the result is a real number cast into the complex numbers.

`nonneg_of_slope` is the integration step: a differentiable function that vanishes at zero and has nonnegative slope for $x\ge0$ is nonnegative on that half-line. `cos_le_quartic` applies it twice, first to $s$ and then to $c$, and reaches negative $x$ by inserting $|x|$. The lower cosine bound comes from Mathlib as `Real.one_sub_sq_div_two_le_cos`.

In `remainder_bounds`, `key` rewrites $R$ as the mean of the single-axis remainders, after which the two cosine bounds are summed term by term. This theorem keeps the sharper $\sum_a q_a^4$, so for $n\ge2$ its remainder bound depends on the direction of $q$ although the covariance is isotropic. `debyeWaller_reduction` then removes the absolute value, since $R\ge0$, and replaces $\sum_a q_a^4$ by $|q|^4$.

The limit is a squeeze between the constant $|q|^2/(2n)$ and the same constant minus $u^2|q|^4/(24n)$. In `gaussian_comparison`, `hWB` is the inequality $W^2/2\le B$, the only step that needs $n\ge3$ and not just $n\ge1$, while `g0` and `g1` are the two bounds on $e^{-W}$. The final `linarith` combines the two enclosures.
